# Three potential–density pairs on a three-site lattice that pass every pairwise test but share no energy function

The lemma gives three potentials on a three-site lattice, each paired with a density of total particle number nine. For any two distinct pairs, the change in potential has a strictly negative dot product with the change in density, yet no real-valued function `E` of the potential has all three densities as supergradients at their potentials, that is, satisfies `E w ≤ E v + (w - v) ⬝ᵥ ρ` for every potential `w`. No Hamiltonian is specified, `E` is arbitrary, and the densities are simply real vectors with no upper limit on a site's occupation. To rule out `E`, the proof adds the supergradient inequalities round the cycle of potentials 0 → 1 → 2 → 0, where the energies cancel and the dot products 3, -2 and -2 leave the contradiction 0 ≤ -1.

In Lean, a first try:

```lean
import Mathlib

open Matrix

namespace LatticeDFTReconstruction

noncomputable section

variable {L ι : Type*} [Fintype L]

/-- The density `ρ` is a supergradient of the energy `E` at the potential `v`. -/
def IsSupergradient (E : (L → ℝ) → ℝ) (v ρ : L → ℝ) : Prop :=
  ∀ w, E w ≤ E v + (w - v) ⬝ᵥ ρ

/-- Three potentials on a lattice of three sites. -/
def triV : Fin 3 → Fin 3 → ℝ := ![![0, 0, 0], ![1, 0, 0], ![0, 1, 0]]

/-- Three densities on a lattice of three sites. -/
def triRho : Fin 3 → Fin 3 → ℝ := ![![3, 3, 3], ![2, 0, 7], ![6, 2, 1]]

/-- The three pairs `triV`, `triRho` have particle number nine and satisfy every pairwise
inequality strictly, yet no energy has these densities as supergradients. -/
theorem pairwise_not_sufficient :
    (∀ k, ∑ i, triRho k i = 9) ∧
    (∀ i j, i ≠ j → (triV i - triV j) ⬝ᵥ (triRho i - triRho j) < 0) ∧
    ¬ ∃ E : (Fin 3 → ℝ) → ℝ, ∀ k, IsSupergradient E (triV k) (triRho k) := by
  refine ⟨?_, ?_, ?_⟩
  · intro k
    fin_cases k <;> norm_num [triRho, Fin.sum_univ_succ]
  · intro i j hij
    fin_cases i <;> fin_cases j <;>
      first
      | exact absurd rfl hij
      | norm_num [triV, triRho, dotProduct, Fin.sum_univ_succ]
  · rintro ⟨E, hE⟩
    -- the cycle 0 → 1 → 2 → 0 has total work -1
    have h01 := hE 0 (triV 1)
    have h12 := hE 1 (triV 2)
    have h20 := hE 2 (triV 0)
    have e0 : (triV 1 - triV 0) ⬝ᵥ triRho 0 = 3 := by
      norm_num [triV, triRho, dotProduct, Fin.sum_univ_succ]
    have v0 : triV 0 = ![0, 0, 0] := rfl
    have v1 : triV 1 = ![1, 0, 0] := rfl
    have v2 : triV 2 = ![0, 1, 0] := rfl
    have r1 : triRho 1 = ![2, 0, 7] := rfl
    have r2 : triRho 2 = ![6, 2, 1] := rfl
    have e1 : (triV 2 - triV 1) ⬝ᵥ triRho 1 = -2 := by
      rw [v2, v1, r1]
      norm_num [dotProduct, Fin.sum_univ_three]
    have e2 : (triV 0 - triV 2) ⬝ᵥ triRho 2 = -2 := by
      rw [v0, v2, r2]
      norm_num [dotProduct, Fin.sum_univ_three]
    linarith

end

end LatticeDFTReconstruction
```

Lean reports:

```
Main.lean:47:52: error: unsolved goals
E : (Fin 3 → ℝ) → ℝ
hE : ∀ (k : Fin 3), IsSupergradient E (triV k) (triRho k)
h01 : E (triV 1) ≤ E (triV 0) + (triV 1 - triV 0) ⬝ᵥ triRho 0
h12 : E (triV 2) ≤ E (triV 1) + (triV 2 - triV 1) ⬝ᵥ triRho 1
h20 : E (triV 0) ≤ E (triV 2) + (triV 0 - triV 2) ⬝ᵥ triRho 2
e0 : (triV 1 - triV 0) ⬝ᵥ triRho 0 = 3
v0 : triV 0 = ![0, 0, 0]
v1 : triV 1 = ![1, 0, 0]
v2 : triV 2 = ![0, 1, 0]
r1 : triRho 1 = ![2, 0, 7]
r2 : triRho 2 = ![6, 2, 1]
⊢ ![0, 1, 0] 2 - ![1, 0, 0] 2 = 0 ∨ ![2, 0, 7] 2 = 0
Main.lean:50:52: error: unsolved goals
E : (Fin 3 → ℝ) → ℝ
hE : ∀ (k : Fin 3), IsSupergradient E (triV k) (triRho k)
h01 : E (triV 1) ≤ E (triV 0) + (triV 1 - triV 0) ⬝ᵥ triRho 0
h12 : E (triV 2) ≤ E (triV 1) + (triV 2 - triV 1) ⬝ᵥ triRho 1
h20 : E (triV 0) ≤ E (triV 2) + (triV 0 - triV 2) ⬝ᵥ triRho 2
e0 : (triV 1 - triV 0) ⬝ᵥ triRho 0 = 3
v0 : triV 0 = ![0, 0, 0]
v1 : triV 1 = ![1, 0, 0]
v2 : triV 2 = ![0, 1, 0]
r1 : triRho 1 = ![2, 0, 7]
r2 : triRho 2 = ![6, 2, 1]
e1 : (triV 2 - triV 1) ⬝ᵥ triRho 1 = -2
⊢ ![0, 0, 0] 2 - ![0, 1, 0] 2 = 0 ∨ ![6, 2, 1] 2 = 0
```

What went wrong. Both errors are in the dot products `e1` and `e2`, whose values are correctly stated as -2. After `Fin.sum_univ_three` expands each sum, `norm_num` evaluates the vector entries at indices 0 and 1 but leaves those at index 2, such as `![2, 0, 7] 2`, unevaluated. The first two terms already give -2, so what remains is that the third product is zero, which `norm_num` turns into the "or" statement seen in each message. Both statements are true, since the potential difference vanishes at site 2, but `norm_num` stops without reading off the entries that show it.

The repair no longer relies on `norm_num` to look up entries. The new `hdot` writes the dot product of a difference with a vector as three explicit terms, and `change` then restates the goal with plain numbers, which Lean accepts because the entries agree by definition. Only arithmetic is left for `norm_num`. The equations `v0`, `v1`, `v2`, `r1` and `r2` served only the old rewrites, so deleting them is tidying.

Lean accepts the file once it reads:

```diff
@@ -40,15 +40,15 @@
     have e0 : (triV 1 - triV 0) ⬝ᵥ triRho 0 = 3 := by
       norm_num [triV, triRho, dotProduct, Fin.sum_univ_succ]
-    have v0 : triV 0 = ![0, 0, 0] := rfl
-    have v1 : triV 1 = ![1, 0, 0] := rfl
-    have v2 : triV 2 = ![0, 1, 0] := rfl
-    have r1 : triRho 1 = ![2, 0, 7] := rfl
-    have r2 : triRho 2 = ![6, 2, 1] := rfl
+    have hdot : ∀ x y r : Fin 3 → ℝ, (x - y) ⬝ᵥ r =
+        (x 0 - y 0) * r 0 + (x 1 - y 1) * r 1 + (x 2 - y 2) * r 2 :=
+      fun x y r => Fin.sum_univ_three (fun i => (x i - y i) * r i)
     have e1 : (triV 2 - triV 1) ⬝ᵥ triRho 1 = -2 := by
-      rw [v2, v1, r1]
-      norm_num [dotProduct, Fin.sum_univ_three]
+      rw [hdot]
+      change ((0 : ℝ) - 1) * 2 + (1 - 0) * 0 + (0 - 0) * 7 = -2
+      norm_num
     have e2 : (triV 0 - triV 2) ⬝ᵥ triRho 2 = -2 := by
-      rw [v0, v2, r2]
-      norm_num [dotProduct, Fin.sum_univ_three]
+      rw [hdot]
+      change ((0 : ℝ) - 0) * 6 + (0 - 1) * 2 + (0 - 0) * 1 = -2
+      norm_num
     linarith
 
```
